# In a monotone band covering all energies, ballistic current is independent of dispersion and temperature

Let $E(k)$ be a continuously differentiable, non-decreasing dispersion that takes every real value, and let $f_T(x)=1/(e^{x/T}+1)$ be the Fermi function, with $T$ in energy units. For two leads with chemical potentials $m_1,m_2$ and positive temperatures $T_1,T_2$, equal or not,

$$\int_{-\infty}^{\infty}\bigl(f_{T_1}(E(k)-m_1)-f_{T_2}(E(k)-m_2)\bigr)E'(k)\,dk=m_1-m_2 .$$

For non-interacting electrons with perfect transmission, this is why the conductance per mode is a universal constant, as long as the band edges play no role.

## Occupation, grand potential and current

```lean
import Mathlib

open MeasureTheory Filter Topology

namespace LandauerBallistic

noncomputable section
```

The first line loads the Mathlib library. The `open` line allows short names for integrals and limits.

```lean
/-- Fermi function at energy `x` above the chemical potential, for temperature `T > 0`
in energy units. -/
def fermi (T x : ℝ) : ℝ := 1 / (Real.exp (x / T) + 1)
```

`fermi T x` is $f_T(x)$. Here $x$ is the energy measured from the chemical potential, and $T$ stands for $k_B$ times the temperature. Positivity of $T$ is not part of the definition; each theorem that needs it takes it as a hypothesis.

```lean
/-- Grand potential of a single level at energy `x` above the chemical potential,
for temperature `T > 0` in energy units. -/
def grandPotential (T x : ℝ) : ℝ := -T * Real.log (1 + Real.exp (-x / T))
```

This is the grand potential of one fermionic level, $\Phi_T(x)=-T\log(1+e^{-x/T})$. It will serve as the antiderivative of the Fermi function.

```lean
/-- Current of one mode with dispersion `E` between leads at temperatures `T₁, T₂ > 0` and
chemical potentials `m₁, m₂`: charge times occupation difference times group velocity,
integrated over `dk / 2π`, for `hbar > 0`. -/
def modeCurrent (q hbar T₁ T₂ m₁ m₂ : ℝ) (E : ℝ → ℝ) : ℝ :=
  q / (2 * Real.pi) *
    ∫ k, (fermi T₁ (E k - m₁) - fermi T₂ (E k - m₂)) * (deriv E k / hbar)
```

The current of one mode is

$$I=\frac{q}{2\pi}\int\bigl(f_{T_1}(E(k)-m_1)-f_{T_2}(E(k)-m_2)\bigr)\frac{E'(k)}{\hbar}\,dk ,$$

with carrier charge $q$ and group velocity $E'/\hbar$; Lean writes $E'(k)$ as `deriv E k`. Physically, $E$ is the right-moving branch, filled by lead 1. The subtracted term is the opposite flow from lead 2, written on the same branch. Perfect transmission is built into this definition and is not derived from a scattering problem.

## The antiderivative and its limits

```lean
/-- At positive temperature, the derivative of the one-level grand potential with respect to
the level energy is the Fermi occupation. -/
theorem hasDerivAt_grandPotential {T : ℝ} (hT : 0 < T) (x : ℝ) :
    HasDerivAt (grandPotential T) (fermi T x) x := by
  have h1 : HasDerivAt (fun y : ℝ => 1 + Real.exp (-y / T))
      (Real.exp (-x / T) * (-1 / T)) x :=
    (((hasDerivAt_id' x).fun_neg.div_const T).exp).const_add 1
  have hp : 1 + Real.exp (-x / T) ≠ 0 := by positivity
  have hq : Real.exp (x / T) + 1 ≠ 0 := by positivity
  have he : Real.exp (x / T) * Real.exp (-x / T) = 1 := by
    rw [← Real.exp_add, neg_div, add_neg_cancel, Real.exp_zero]
  have hu : ∀ u : ℝ, -T * (u * (-1 / T) / (1 + u)) = u / (1 + u) := fun u => by
    linear_combination (u / (1 + u)) * mul_inv_cancel₀ hT.ne'
  refine ((h1.log hp).const_mul (-T)).congr_deriv ?_
  rw [hu, fermi, div_eq_div_iff hp hq]
  linear_combination he
```

In each theorem of this text the hypotheses stand before the last colon of the statement, the claim after it, and the proof after `:=`. `HasDerivAt g c x` says that $g$ has derivative $c$ at $x$. By hand,

$$\Phi_T'(x)=-T\,\frac{e^{-x/T}\,(-1/T)}{1+e^{-x/T}}=\frac{e^{-x/T}}{1+e^{-x/T}}=\frac{1}{e^{x/T}+1}.$$

The proof differentiates the exponential (`h1`), then the logarithm, and cancels $T$ in `hu`. The last equality uses $e^{x/T}e^{-x/T}=1$, which is `he`. The tactic `linear_combination` proves an equation by combining known ones.

```lean
/-- Particle-hole reflection of the one-level grand potential at positive temperature. -/
theorem grandPotential_reflect {T : ℝ} (hT : 0 < T) (x : ℝ) :
    grandPotential T x = x + grandPotential T (-x) := by
  have he : Real.exp (-x / T) * Real.exp (-(-x) / T) = 1 := by
    rw [← Real.exp_add, show -x / T + -(-x) / T = 0 by ring, Real.exp_zero]
  have hl : Real.log (1 + Real.exp (-x / T))
      = -x / T + Real.log (1 + Real.exp (-(-x) / T)) := by
    rw [show 1 + Real.exp (-x / T) = Real.exp (-x / T) * (1 + Real.exp (-(-x) / T)) by
      linear_combination -he, Real.log_mul (Real.exp_pos _).ne' (by positivity), Real.log_exp]
  unfold grandPotential
  rw [hl]
  linear_combination x * mul_inv_cancel₀ hT.ne'
```

Factor $1+e^{-x/T}=e^{-x/T}(1+e^{x/T})$, take logarithms and multiply by $-T$:

$$\Phi_T(x)=x+\Phi_T(-x).$$

This is particle-hole symmetry for a single level. The factorisation and its logarithm are the step `hl`.

```lean
/-- At positive temperature the grand potential of a level vanishes far above the chemical
potential; far below it, it approaches the level energy measured from the chemical potential. -/
theorem grandPotential_limits {T : ℝ} (hT : 0 < T) :
    Tendsto (grandPotential T) atTop (𝓝 0) ∧
      Tendsto (fun x => x - grandPotential T x) atBot (𝓝 0) := by
  have h : Tendsto (fun x : ℝ => Real.exp (-x / T)) atTop (𝓝 0) :=
    Real.tendsto_exp_atBot.comp (tendsto_neg_atTop_atBot.atBot_div_const hT)
  have h2 : Tendsto (fun x : ℝ => -T * Real.log (1 + Real.exp (-x / T))) atTop
      (𝓝 (-T * Real.log (1 + 0))) := ((h.const_add 1).log (by norm_num)).const_mul (-T)
  rw [show -T * Real.log (1 + 0) = 0 by simp] at h2
  have htop : Tendsto (grandPotential T) atTop (𝓝 0) := h2
  refine ⟨htop, ?_⟩
  -- the lower limit is the mirror image of the upper one
  have h3 := (htop.comp tendsto_neg_atBot_atTop).neg
  rw [neg_zero] at h3
  refine h3.congr fun x => ?_
  simp only [Function.comp_apply]
  linear_combination grandPotential_reflect hT x
```

`Tendsto g atTop (𝓝 0)` means $g(x)\to0$ as $x\to+\infty$; `atBot` is the limit $x\to-\infty$. High above the chemical potential $e^{-x/T}\to0$, so $\Phi_T(x)\to-T\log 1=0$. Far below it, reflection gives $x-\Phi_T(x)=-\Phi_T(-x)\to0$: the level is full and its grand potential approaches $x$, its energy measured from the chemical potential.

## From energy to wave number

```lean
/-- For a continuously differentiable dispersion and positive temperature, the grand potential of
the level at `k` changes with `k` at the rate occupation times slope of the dispersion. -/
lemma hasDerivAt_along {T : ℝ} (hT : 0 < T) {E : ℝ → ℝ} (hE : ContDiff ℝ 1 E) (m k : ℝ) :
    HasDerivAt (fun k => grandPotential T (E k - m)) (fermi T (E k - m) * deriv E k) k := by
  have hs : HasDerivAt (fun k => E k - m) (deriv E k) k :=
    ((contDiff_one_iff_deriv.mp hE).1 k).hasDerivAt.sub_const m
  have hc := HasDerivAt.comp k (hasDerivAt_grandPotential hT (E k - m)) hs
  exact hc
```

This is the chain rule:

$$\frac{d}{dk}\Phi_T(E(k)-m)=f_T(E(k)-m)\,E'(k).$$

The hypothesis `ContDiff ℝ 1 E` says that $E$ is continuously differentiable.

```lean
/-- For a continuously differentiable dispersion, occupation times slope of the dispersion is
continuous in `k`. -/
lemma continuous_flux (T : ℝ) {E : ℝ → ℝ} (hE : ContDiff ℝ 1 E) (m : ℝ) :
    Continuous (fun k => fermi T (E k - m) * deriv E k) := by
  have hf : Continuous (fermi T) := by
    unfold fermi
    exact Continuous.div continuous_const (by fun_prop) (fun x => by positivity)
  exact (hf.comp (hE.continuous.sub continuous_const)).mul (contDiff_one_iff_deriv.mp hE).2
```

The right-hand side above is continuous in $k$, because $f_T$, $E$ and $E'$ are. It is therefore integrable over any finite interval.

```lean
/-- For a continuously differentiable dispersion and positive temperature, the flux injected by
one lead in a finite window of `k` depends on the dispersion only through its end energies. -/
theorem window_flux {T : ℝ} (hT : 0 < T) {E : ℝ → ℝ} (hE : ContDiff ℝ 1 E) (m a b : ℝ) :
    ∫ k in a..b, fermi T (E k - m) * deriv E k
      = grandPotential T (E b - m) - grandPotential T (E a - m) :=
  intervalIntegral.integral_eq_sub_of_hasDerivAt (fun k _ => hasDerivAt_along hT hE m k)
    ((continuous_flux T hE m).intervalIntegrable a b)
```

The fundamental theorem of calculus now gives

$$\int_a^b f_T(E(k)-m)E'(k)\,dk=\Phi_T(E(b)-m)-\Phi_T(E(a)-m).$$

Only the end energies enter, and monotonicity is not needed.

```lean
/-- For a continuously differentiable, monotone, surjective dispersion and positive temperature,
the electron flux is integrable over `k > 0` and the hole flux over `k ≤ 0`. -/
theorem electron_hole_integrable {T : ℝ} (hT : 0 < T) {E : ℝ → ℝ} (hE : ContDiff ℝ 1 E)
    (hmono : Monotone E) (hsurj : Function.Surjective E) (m : ℝ) :
    IntegrableOn (fun k => fermi T (E k - m) * deriv E k) (Set.Ioi 0) ∧
      IntegrableOn (fun k => (1 - fermi T (E k - m)) * deriv E k) (Set.Iic 0) := by
  have hv : ∀ k, 0 ≤ deriv E k := fun k => hmono.deriv_nonneg
  have htop : Tendsto (fun k => E k - m) atTop atTop :=
    tendsto_atTop.2 fun c => by
      obtain ⟨k₀, hk₀⟩ := hsurj (c + m)
      filter_upwards [eventually_ge_atTop k₀] with k hk
      linarith [hmono hk]
  have hbot : Tendsto (fun k => E k - m) atBot atBot :=
    tendsto_atBot.2 fun c => by
      obtain ⟨k₀, hk₀⟩ := hsurj (c + m)
      filter_upwards [eventually_le_atBot k₀] with k hk
      linarith [hmono hk]
  constructor
  · refine integrableOn_Ioi_deriv_of_nonneg' (fun k _ => hasDerivAt_along hT hE m k)
      (fun k _ => mul_nonneg ?_ (hv k)) ((grandPotential_limits hT).1.comp htop)
    unfold fermi
    positivity
  · have hc : Continuous (fun k => (1 - fermi T (E k - m)) * deriv E k) :=
      ((contDiff_one_iff_deriv.mp hE).2.sub (continuous_flux T hE m)).congr
        fun k => (one_sub_mul _ _).symm
    have hn : ∀ k, ‖(1 - fermi T (E k - m)) * deriv E k‖
        = (1 - fermi T (E k - m)) * deriv E k := fun k => by
      refine Real.norm_of_nonneg (mul_nonneg (sub_nonneg.2 ?_) (hv k))
      unfold fermi
      rw [div_le_one (by positivity)]
      linarith [Real.exp_pos ((E k - m) / T)]
    have hd : ∀ k, HasDerivAt (fun k => (E k - m) - grandPotential T (E k - m))
        ((1 - fermi T (E k - m)) * deriv E k) k := fun k =>
      ((((contDiff_one_iff_deriv.mp hE).1 k).hasDerivAt.sub_const m).fun_sub
        (hasDerivAt_along hT hE m k)).congr_deriv (by ring)
    refine integrableOn_Iic_of_intervalIntegral_norm_tendsto (l := atBot) (a := fun i : ℝ => i)
      (((E 0 - m) - grandPotential T (E 0 - m)) - 0) 0
      (fun i => hc.integrableOn_Ioc) tendsto_id ?_
    refine (((grandPotential_limits hT).2.comp hbot).const_sub _).congr fun i => ?_
    simp only [hn]
    exact (intervalIntegral.integral_eq_sub_of_hasDerivAt (fun k _ => hd k)
      (hc.intervalIntegrable i 0)).symm
```

On the whole line the flux from a single lead diverges, since the deep states are all full. The remedy is to count electrons for $k>0$ and holes for $k\le0$.

Since $E$ is non-decreasing and surjective, $E'\ge0$ and $E(k)\to\pm\infty$ as $k\to\pm\infty$. Write $x_0=E(0)-m$. Both integrands are non-negative, and their integrals over growing intervals converge:

$$\int_0^\infty f_T(E(k)-m)\,E'(k)\,dk=-\Phi_T(x_0),$$

$$\int_{-\infty}^0\bigl(1-f_T(E(k)-m)\bigr)E'(k)\,dk=x_0-\Phi_T(x_0).$$

The theorem records the integrability. In the proof, `htop` and `hbot` are the limits of the energy, and `hd` is the antiderivative for holes.

## The integral over all wave numbers

```lean
/-- For a continuously differentiable, monotone, surjective dispersion and leads at positive,
possibly different temperatures, the net flux is integrable and its integral is the difference
of the chemical potentials. -/
theorem ballistic_flux {T₁ T₂ : ℝ} (hT₁ : 0 < T₁) (hT₂ : 0 < T₂) {E : ℝ → ℝ}
    (hE : ContDiff ℝ 1 E) (hmono : Monotone E) (hsurj : Function.Surjective E) (m₁ m₂ : ℝ) :
    Integrable (fun k => (fermi T₁ (E k - m₁) - fermi T₂ (E k - m₂)) * deriv E k) ∧
      ∫ k, (fermi T₁ (E k - m₁) - fermi T₂ (E k - m₂)) * deriv E k = m₁ - m₂ := by
  obtain ⟨e₁, h₁⟩ := electron_hole_integrable hT₁ hE hmono hsurj m₁
  obtain ⟨e₂, h₂⟩ := electron_hole_integrable hT₂ hE hmono hsurj m₂
  -- count electrons on the right half line and holes on the left
  have hint : Integrable
      (fun k => (fermi T₁ (E k - m₁) - fermi T₂ (E k - m₂)) * deriv E k) := by
    rw [← integrableOn_univ, ← Set.Iic_union_Ioi (a := (0 : ℝ))]
    refine IntegrableOn.union ?_ ?_
    · refine (h₂.sub h₁).congr (Eventually.of_forall fun k => ?_)
      simp only [Pi.sub_apply]
      ring
    · refine (e₁.sub e₂).congr (Eventually.of_forall fun k => ?_)
      simp only [Pi.sub_apply]
      ring
  refine ⟨hint, ?_⟩
  have htop : Tendsto E atTop atTop :=
    hmono.tendsto_atTop_atTop fun c => (hsurj c).imp fun _ h => h.ge
  have hbot : Tendsto E atBot atBot :=
    hmono.tendsto_atBot_atBot fun c => (hsurj c).imp fun _ h => h.le
  have up : ∀ m, Tendsto (fun k => E k - m) atTop atTop := fun m => by
    simpa only [sub_eq_add_neg] using tendsto_atTop_add_const_right atTop (-m) htop
  have dn : ∀ m, Tendsto (fun k => E k - m) atBot atBot := fun m => by
    simpa only [sub_eq_add_neg] using tendsto_atBot_add_const_right atBot (-m) hbot
  have lt := ((grandPotential_limits hT₁).1.comp (up m₁)).sub
    ((grandPotential_limits hT₂).1.comp (up m₂))
  have lb := (((grandPotential_limits hT₁).2.comp (dn m₁)).sub
    ((grandPotential_limits hT₂).2.comp (dn m₂))).const_sub (m₂ - m₁)
  have lb' : Tendsto (fun k => grandPotential T₁ (E k - m₁) - grandPotential T₂ (E k - m₂))
      atBot (𝓝 (m₂ - m₁ - (0 - 0))) := by
    refine lb.congr fun k => ?_
    simp only [Function.comp_apply]
    ring
  rw [integral_of_hasDerivAt_of_tendsto (fun k => ((hasDerivAt_along hT₁ hE m₁ k).fun_sub
    (hasDerivAt_along hT₂ hE m₂ k)).congr_deriv (by ring)) hint lb' lt]
  ring
```

The claim has two parts joined by `∧`: the net integrand is integrable, and its integral is $m_1-m_2$. Abbreviate $x_i=E(k)-m_i$ and $f_i=f_{T_i}(x_i)$. For $k>0$ the integrand is a difference of two integrable electron fluxes. For $k\le0$ the identity $f_1-f_2=(1-f_2)-(1-f_1)$ makes it a difference of two integrable hole fluxes. The step `hint` joins the halves.

An antiderivative of the integrand is $G(k)=\Phi_{T_1}(x_1)-\Phi_{T_2}(x_2)$. As $k\to+\infty$, $G\to0$ (`lt`). For the other end, use $x_1-x_2=m_2-m_1$:

$$G=(m_2-m_1)-\bigl[(x_1-\Phi_{T_1}(x_1))-(x_2-\Phi_{T_2}(x_2))\bigr]\longrightarrow m_2-m_1 .$$

This is `lb'`. The integral is the difference of the limits, $0-(m_2-m_1)=m_1-m_2$. For $m_1=m_2$ it vanishes even at unequal temperatures, so this idealised band carries no thermoelectric current.

The zero-temperature limit shows the mechanism, although the theorem itself keeps both temperatures positive. For $m_2<m_1$ the Fermi functions become steps, and only the states with $m_2<E(k)<m_1$ contribute. Integrating $E'$ over them gives the width of that energy window.

## Conductance of several modes

```lean
/-- Landauer formula for perfect transmission: finitely many modes with continuously differentiable,
monotone, surjective dispersions, between leads at positive temperatures with bias `m₁ - m₂ = q V`,
carry a total current `I` with `2π hbar I = N q² V`, `N` the number of modes, for `hbar > 0`. -/
theorem landauer_conductance {ι : Type*} [Fintype ι] {q hbar T₁ T₂ m₁ m₂ V : ℝ}
    (hh : 0 < hbar) (hT₁ : 0 < T₁) (hT₂ : 0 < T₂) (hV : m₁ - m₂ = q * V) (E : ι → ℝ → ℝ)
    (hE : ∀ i, ContDiff ℝ 1 (E i)) (hmono : ∀ i, Monotone (E i))
    (hsurj : ∀ i, Function.Surjective (E i)) :
    2 * Real.pi * hbar * ∑ i, modeCurrent q hbar T₁ T₂ m₁ m₂ (E i)
      = Fintype.card ι * q ^ 2 * V := by
  have hi : ∀ i, modeCurrent q hbar T₁ T₂ m₁ m₂ (E i)
      = q / (2 * Real.pi) * (q * V / hbar) := fun i => by
    unfold modeCurrent
    simp only [← mul_div_assoc]
    rw [integral_div, (ballistic_flux hT₁ hT₂ (hE i) (hmono i) (hsurj i) m₁ m₂).2, hV]
    ring
  have hpi := Real.pi_ne_zero
  have hh' := hh.ne'
  simp only [hi, Finset.sum_const, Finset.card_univ, nsmul_eq_mul]
  field_simp
```

The finite type `ι` labels the modes, and `Fintype.card ι` is their number $N$. Each mode has its own dispersion, and a spin direction counts as a mode of its own. The hypothesis `hV`, $m_1-m_2=qV$, ties the chemical potentials to the applied voltage $V$. By the previous theorem each mode carries

$$I=\frac{q}{2\pi}\cdot\frac{qV}{\hbar}=\frac{q^2}{2\pi\hbar}V .$$

Summing and multiplying by $2\pi\hbar$ gives $2\pi\hbar\,I_{\rm tot}=Nq^2V$, or $I_{\rm tot}=N(q^2/h)V$ with $h=2\pi\hbar$. In the proof, `hi` is the current of one mode and `field_simp` clears the denominators. This is the Landauer formula with every transmission probability set to one; scattering in the conductor and energy-dependent transmission do not enter. A subband with a lowest energy, such as a parabolic one, does not satisfy `hsurj`. If it has no upper edge, the current of its right-moving branch still approaches the value above, with an exponentially small error, when the lowest energy lies many $T_1$ below $m_1$ and many $T_2$ below $m_2$.

## What a finite window loses

```lean
/-- For a continuously differentiable dispersion, equal positive lead temperatures and
`m₂ < m₁`, a finite window of `k` yields strictly less than `m₁ - m₂`. -/
theorem finite_window_lt {T : ℝ} (hT : 0 < T) {E : ℝ → ℝ} (hE : ContDiff ℝ 1 E)
    {m₁ m₂ : ℝ} (hm : m₂ < m₁) (a b : ℝ) :
    ∫ k in a..b, (fermi T (E k - m₁) - fermi T (E k - m₂)) * deriv E k < m₁ - m₂ := by
  have hs : StrictMono (grandPotential T) :=
    strictMono_of_hasDerivAt_pos (fun x => hasDerivAt_grandPotential hT x)
      (fun x => by unfold fermi; positivity)
  simp only [sub_mul]
  rw [intervalIntegral.integral_sub ((continuous_flux T hE m₁).intervalIntegrable a b)
    ((continuous_flux T hE m₂).intervalIntegrable a b), window_flux hT hE, window_flux hT hE]
  -- upper end: electrons; lower end: holes
  have h1 : grandPotential T (E b - m₁) < grandPotential T (E b - m₂) := hs (by linarith)
  have h2 : grandPotential T (-(E a - m₂)) < grandPotential T (-(E a - m₁)) :=
    hs (by linarith)
  linarith [grandPotential_reflect hT (E a - m₁), grandPotential_reflect hT (E a - m₂)]

end

end LandauerBallistic
```

With equal temperatures and $m_2<m_1$, integrating from $a$ to $b$ always gives less than $m_1-m_2$. Applying the window formula to both leads and reflection at the end $a$, the integral equals

$$(m_1-m_2)-\bigl[\Phi_T(E(b)-m_2)-\Phi_T(E(b)-m_1)\bigr]-\bigl[\Phi_T(m_1-E(a))-\Phi_T(m_2-E(a))\bigr].$$

Since $\Phi_T'=f_T>0$, the function $\Phi_T$ is strictly increasing (`hs`), and both brackets are positive (`h1` and `h2`). The first is the loss at the end $b$, the second the loss at the end $a$.

For non-interacting electrons with equal lead temperatures and $m_2<m_1$, cutting off the $k$-integral at finite $k$ therefore puts its exact value below $m_1-m_2$; a numerical evaluation adds its own quadrature and rounding errors. The shortfall is exponentially small when $E(b)$ lies many $T$ above $m_1$ and $E(a)$ many $T$ below $m_2$.

```lean
#print axioms LandauerBallistic.ballistic_flux
#print axioms LandauerBallistic.landauer_conductance
#print axioms LandauerBallistic.finite_window_lt
```

```
'LandauerBallistic.ballistic_flux' depends on axioms: [propext, Classical.choice, Quot.sound]
'LandauerBallistic.landauer_conductance' depends on axioms: [propext, Classical.choice, Quot.sound]
'LandauerBallistic.finite_window_lt' depends on axioms: [propext, Classical.choice, Quot.sound]
```
